# For one electron pair in two determinants, an oscillating doubles iteration averages to an energy above the exact one

When the bond of a two-electron molecule such as H₂ is stretched, the bonding and antibonding orbitals approach each other in energy, and the doubly excited determinant mixes strongly with the reference. A coupled-cluster iteration can then fail to settle and print two energies in alternation. When does this happen, and is the mean of the two energies a fair estimate of the true one?

The problems below answer both questions for a single pair described by two determinants. The iteration uses the full excitation energy as its denominator, without damping or extrapolation.

## The pair, its amplitude and the update

Let Φ₀ be the reference determinant and Φ₁ the doubly excited one. Energies are measured from that of Φ₀, so for a Hartree–Fock reference the lowest eigenvalue of the Hamiltonian below is the correlation energy within this two-determinant model. The excitation energy is 2D and the real coupling between the determinants is K. Note that D is half the gap, not an orbital-energy denominator. In the basis (Φ₀, Φ₁) the Hamiltonian H has rows (0, K) and (K, 2D).

The main results assume D > 0, so that the excited determinant lies above the reference, and K > 0, which a choice of sign for Φ₁ achieves for any nonzero real coupling.

```lean
import Mathlib

open Matrix

namespace PairAmplitudeOscillation

noncomputable section

/-- The Hamiltonian of one electron pair in the basis of the reference and the doubly excited
determinant, with excitation energy `2D` and coupling `K`. -/
def pairHamiltonian (D K : ℝ) : Matrix (Fin 2) (Fin 2) ℝ := !![0, K; K, 2 * D]
```

With only one double excitation, the coupled-cluster state is Φ₀ + tΦ₁, with one real amplitude t. Its normalised coefficients are 1/√(1 + t²) and t/√(1 + t²). The iteration replaces t by

g(t) = K(t² − 1)/(2D).

The term −K is the direct coupling to the reference, Kt² is the quadratic term of the doubles equation, and 2D is the energy denominator.

```lean
/-- One step of the coupled-cluster doubles iteration for the pair amplitude `t`,
for `D ≠ 0`. -/
def amplitudeUpdate (D K t : ℝ) : ℝ := K * (t ^ 2 - 1) / (2 * D)
```

Projecting the Schrödinger equation on Φ₀ assigns to t the energy Kt. This is the projected energy, not the expectation value of H.

```lean
/-- The projected energy `K t`, relative to the reference, assigned to the amplitude `t`. -/
def pairEnergy (K t : ℝ) : ℝ := K * t
```

The next definition is only a formula until part (c) connects it with H.

```lean
/-- The closed formula for the exact pair energy. -/
def exactEnergy (D K : ℝ) : ℝ := D - √(D ^ 2 + K ^ 2)
```

An oscillation is a pair of different amplitudes that the update exchanges. The condition `s ≠ t` excludes a converged amplitude counted twice.

```lean
/-- The iteration jumps back and forth between two distinct amplitudes `s` and `t`. -/
def IsTwoCycle (D K s t : ℝ) : Prop :=
  s ≠ t ∧ amplitudeUpdate D K s = t ∧ amplitudeUpdate D K t = s
```

The step from this model to a program is the identification of the program's update with g. In particular, the program would have to divide by the full gap 2D, whereas many divide by orbital-energy differences and move the remainder into the numerator.

## (a) The eigenvalue equation in components

**Task.** Write Hv = Ev for v = (v₀, v₁) as two scalar equations:

Kv₁ = Ev₀ and Kv₀ + 2Dv₁ = Ev₁.

**Solution.** The first row of H gives 0·v₀ + Kv₁, and the second gives Kv₀ + 2Dv₁. Comparing with Ev₀ and Ev₁ gives the two equations. In Lean, `*ᵥ` is the matrix-vector product, and `simp` expands it over the indices 0 and 1.

```lean
/-- The eigenvalue equation of the pair Hamiltonian, written out in components. -/
theorem eigen_iff (D K E : ℝ) (v : Fin 2 → ℝ) :
    pairHamiltonian D K *ᵥ v = E • v ↔
      K * v 1 = E * v 0 ∧ K * v 0 + 2 * D * v 1 = E * v 1 := by
  simp [funext_iff, Fin.forall_fin_two, pairHamiltonian, dotProduct, Fin.sum_univ_two]
```

## (b) Converged amplitudes are eigenstates

**Task.** For D > 0 and any real K, show that

g(t) = t if and only if H(1, t) = Kt·(1, t).

**Solution.** Put v = (1, t) and E = Kt in part (a). The first equation reads Kt = Kt. The second is

K + 2Dt = Kt².

Multiplying g(t) = t by 2D gives K(t² − 1) = 2Dt, which is the same equation. The proof clears the denominator with `div_eq_iff`, and `linear_combination` rearranges the result in each direction.

```lean
/-- For `D > 0`, an amplitude is a fixed point of the iteration exactly when the state `(1, t)`
solves the Schrödinger equation of the pair with energy `K t`. -/
theorem fixed_iff_eigenvector {D : ℝ} (hD : 0 < D) (K t : ℝ) :
    amplitudeUpdate D K t = t ↔
      pairHamiltonian D K *ᵥ ![1, t] = pairEnergy K t • ![1, t] := by
  have h2 : 2 * D ≠ 0 := by positivity
  rw [eigen_iff]
  change _ ↔ (K * t = K * t * 1 ∧ K * 1 + 2 * D * t = K * t * t)
  unfold amplitudeUpdate
  rw [div_eq_iff h2]
  constructor
  · intro h
    exact ⟨by ring, by linear_combination -h⟩
  · rintro ⟨-, h⟩
    linear_combination -h
```

## (c) The exact pair energy

**Task.** For K > 0 and any real D, show that the lowest eigenvalue of H is

E₀ = D − √(D² + K²).

**Solution.** Let v ≠ 0 satisfy the equations of part (a). Then

(E² − 2DE − K²)v₀ = K[(E − 2D)v₁ − Kv₀] = 0,

(E² − 2DE − K²)v₁ = E·Kv₀ − K·Ev₀ = 0.

Since v₀ and v₁ are not both zero, the common factor vanishes. Completing the square gives

(E − D)² = D² + K²,

so E ≥ E₀. The value is attained by the vector (K, E₀). Its first equation is KE₀ = E₀K, and its second is K² + 2DE₀ = E₀², which holds by the definition of E₀. The normalised eigenvector is (K, E₀)/√(K² + E₀²).

`IsLeast` requires both that E₀ is an eigenvalue and that no eigenvalue lies below it. The two main branches of the proof establish these in that order.

```lean
/-- For `K > 0`, the exact pair energy `D - √(D² + K²)` is the lowest eigenvalue of the pair
Hamiltonian. -/
theorem exactEnergy_isLeast (D : ℝ) {K : ℝ} (hK : 0 < K) :
    IsLeast {E : ℝ | ∃ v : Fin 2 → ℝ, v ≠ 0 ∧ pairHamiltonian D K *ᵥ v = E • v}
      (exactEnergy D K) := by
  constructor
  · have hs : √(D ^ 2 + K ^ 2) ^ 2 = D ^ 2 + K ^ 2 := Real.sq_sqrt (by positivity)
    have hE : exactEnergy D K ^ 2 = 2 * D * exactEnergy D K + K ^ 2 := by
      unfold exactEnergy
      linear_combination hs
    refine ⟨![K, exactEnergy D K], fun h => hK.ne' (congrFun h 0), (eigen_iff _ _ _ _).2 ⟨?_, ?_⟩⟩
    · change K * exactEnergy D K = exactEnergy D K * K
      ring
    · change K * K + 2 * D * exactEnergy D K = exactEnergy D K * exactEnergy D K
      linear_combination -hE
  · rintro E ⟨v, hv, h⟩
    obtain ⟨h0, h1⟩ := (eigen_iff _ _ _ _).1 h
    -- a nonzero eigenvector forces the secular equation
    have hE : E ^ 2 - 2 * D * E - K ^ 2 = 0 := by
      by_contra hne
      have v0 : v 0 = 0 := (mul_eq_zero.1 (show (E ^ 2 - 2 * D * E - K ^ 2) * v 0 = 0 by
        linear_combination -(E - 2 * D) * h0 - K * h1)).resolve_left hne
      have v1 : v 1 = 0 := (mul_eq_zero.1 (show (E ^ 2 - 2 * D * E - K ^ 2) * v 1 = 0 by
        linear_combination -E * h1 - K * h0)).resolve_left hne
      apply hv
      funext i
      fin_cases i
      · exact v0
      · exact v1
    have hb : |E - D| ≤ √(D ^ 2 + K ^ 2) := Real.abs_le_sqrt (by nlinarith)
    have hl := (abs_le.1 hb).1
    unfold exactEnergy
    linarith
```

## (d) Sum and product of the oscillating amplitudes

**Task.** Let D, K > 0 and s ≠ t. Show that s and t form a two-cycle if and only if

K(s + t) = −2D and K²st = 4D² − K².

**Solution.** The cycle equations are

K(s² − 1) = 2Dt and K(t² − 1) = 2Ds.

Their difference is K(s − t)(s + t) = −2D(s − t). Cancelling s − t gives the sum. Now multiply the first cycle equation by K and insert Kt = −2D − Ks:

K²s² = K² − 4D² − 2DKs.

Therefore

K²st = Ks(−2D − Ks) = −2DKs − K²s² = 4D² − K².

Conversely, the sum and product give

K²s² = −2DKs − K²st = −2DKs − 4D² + K²,

so K²(s² − 1) = −2D(Ks + 2D) = 2DKt. Cancelling K gives the first cycle equation, and exchanging s and t gives the second. In the proof, `mul_left_cancel₀` performs the cancellations of s − t and K.

```lean
/-- For `D, K > 0`, two distinct amplitudes form a two-cycle exactly when their sum is `-2D/K`
and their product is `4D²/K² - 1` (stated here without denominators). -/
theorem isTwoCycle_iff {D K : ℝ} (hD : 0 < D) (hK : 0 < K) (s t : ℝ) :
    IsTwoCycle D K s t ↔
      s ≠ t ∧ K * (s + t) = -2 * D ∧ K ^ 2 * (s * t) = 4 * D ^ 2 - K ^ 2 := by
  have h2 : 2 * D ≠ 0 := by positivity
  unfold IsTwoCycle amplitudeUpdate
  rw [div_eq_iff h2, div_eq_iff h2]
  constructor
  · rintro ⟨hne, h1, h2⟩
    -- subtract the two cycle equations and cancel `s - t`
    have S : K * (s + t) = -2 * D :=
      mul_left_cancel₀ (sub_ne_zero.2 hne) (by linear_combination h1 - h2)
    exact ⟨hne, S, by linear_combination (K * s - 2 * D) * S - K * h1⟩
  · rintro ⟨hne, S, P⟩
    exact ⟨hne, mul_left_cancel₀ hK.ne' (by linear_combination (K * s - 2 * D) * S - P),
      mul_left_cancel₀ hK.ne' (by linear_combination (K * t - 2 * D) * S - P)⟩
```

## (e) The coupling at which oscillation becomes possible

**Task.** For D, K > 0, show that a two-cycle exists if and only if

K > √3 D.

**Solution.** For a two-cycle, part (d) gives

K²(s − t)² = K²(s + t)² − 4K²st = 4(K² − 3D²).

The left side is positive because s ≠ t, so K² > 3D². Both K and D are positive, and the threshold follows.

Conversely, if K > √3 D, set r = √(K² − 3D²) > 0 and take

x = (−D + r)/K, y = (−D − r)/K.

They are distinct, K(x + y) = −2D, and K²xy = D² − r² = 4D² − K². By part (d) they form a two-cycle. The Lean proof first squares the threshold in `hthr`, then uses the same discriminant and the same two roots.

```lean
/-- For `D, K > 0`, the iteration has a two-cycle exactly when the coupling exceeds `√3 D`. -/
theorem exists_twoCycle_iff {D K : ℝ} (hD : 0 < D) (hK : 0 < K) :
    (∃ s t, IsTwoCycle D K s t) ↔ √3 * D < K := by
  have hthr : √3 * D < K ↔ 3 * D ^ 2 < K ^ 2 := by
    rw [← sq_lt_sq₀ (by positivity) hK.le, mul_pow, Real.sq_sqrt (by norm_num)]
  rw [hthr]
  constructor
  · rintro ⟨s, t, hc⟩
    obtain ⟨hne, S, P⟩ := (isTwoCycle_iff hD hK s t).1 hc
    -- the discriminant is positive because the amplitudes differ
    have hpos : 0 < (K * (s - t)) ^ 2 :=
      pow_pos_of_ne (mul_ne_zero hK.ne' (sub_ne_zero.2 hne))
    have hdisc : (K * (s - t)) ^ 2 = 4 * K ^ 2 - 12 * D ^ 2 := by
      linear_combination (K * (s + t) - 2 * D) * S - 4 * P
    linarith
  · intro h
    have hr : 0 < √(K ^ 2 - 3 * D ^ 2) := Real.sqrt_pos.2 (by linarith)
    have hr2 : √(K ^ 2 - 3 * D ^ 2) ^ 2 = K ^ 2 - 3 * D ^ 2 := Real.sq_sqrt (by linarith)
    obtain ⟨x, hx⟩ : ∃ x, K * x = -D + √(K ^ 2 - 3 * D ^ 2) := ⟨_, mul_div_cancel₀' hK.ne' _⟩
    obtain ⟨y, hy⟩ : ∃ y, K * y = -D - √(K ^ 2 - 3 * D ^ 2) := ⟨_, mul_div_cancel₀' hK.ne' _⟩
    refine ⟨x, y, (isTwoCycle_iff hD hK x y).2 ⟨?_, by linear_combination hx + hy, ?_⟩⟩
    · rintro rfl
      linarith
    · linear_combination (K * y) * hx + (-D + √(K ^ 2 - 3 * D ^ 2)) * hy - hr2
where
  pow_pos_of_ne {a : ℝ} (ha : a ≠ 0) : 0 < a ^ 2 := by positivity
  mul_div_cancel₀' {a : ℝ} (ha : a ≠ 0) (b : ℝ) : a * (b / a) = b := by field_simp
```

The criterion is written for K > 0; for a nonzero K of either sign it reads |K| > √3 D. With only K ≠ 0 as a hypothesis, the form without the modulus would fail. For D = 1 and K = −2 the update exchanges 0 and 1, although −2 is not larger than √3.

## (f) The multiplier of the cycle

**Task.** For D, K > 0, show that two successive updates have the following slope at a cycle point s:

(g ∘ g)′(s) = 4 − K²/D².

**Solution.** The derivative of the update is g′(x) = Kx/D. Since g(s) = t, the chain rule and part (d) give

(g ∘ g)′(s) = g′(t)g′(s) = K²st/D² = (4D² − K²)/D².

This slope is the multiplier: to first order, it scales a small deviation from s over one full oscillation. In the proof, `hg` supplies g′ and `HasDerivAt.comp` is the chain rule.

```lean
/-- For `D, K > 0`, the twice-iterated update has slope `4 - K²/D²` at a point of a two-cycle. -/
theorem twoCycle_multiplier {D K s t : ℝ} (hD : 0 < D) (hK : 0 < K)
    (hc : IsTwoCycle D K s t) :
    HasDerivAt (amplitudeUpdate D K ∘ amplitudeUpdate D K) (4 - K ^ 2 / D ^ 2) s := by
  have hg (x : ℝ) : HasDerivAt (amplitudeUpdate D K) (K * x / D) x := by
    have e : amplitudeUpdate D K = fun y => K / (2 * D) * (y * y - 1) := by
      funext y
      unfold amplitudeUpdate
      ring
    rw [e]
    refine ((((hasDerivAt_id' x).fun_mul (hasDerivAt_id' x)).sub_const 1).const_mul
      (K / (2 * D))).congr_deriv ?_
    ring
  obtain ⟨-, -, P⟩ := (isTwoCycle_iff hD hK s t).1 hc
  -- chain rule, then the product of the two amplitudes
  refine (HasDerivAt.comp s (hg (amplitudeUpdate D K s)) (hg s)).congr_deriv ?_
  rw [hc.2.1]
  calc K * t / D * (K * s / D) = K ^ 2 * (s * t) / D ^ 2 := by ring
    _ = 4 - K ^ 2 / D ^ 2 := by
      rw [P, sub_div, mul_div_assoc, div_self (pow_ne_zero 2 hD.ne'), mul_one]
```

## (g) One cycle, and its misleading average

**Task.** For D, K > 0, collect the threshold and multiplier, and show that any two-cycle is unique up to order and satisfies

(Ks + Kt)/2 = −D > E₀.

**Solution.** Let s′, t′ be another two-cycle. By part (d) it has the same sum and product as s, t, so s′ is a root of the same quadratic:

K²(s′ − s)(s′ − t) = 0.

Thus s′ is s or t, and the common sum makes t′ the other one.

Half of K(s + t) = −2D gives the average −D. Since a cycle exists, part (e) gives K² > 3D², hence D² + K² > 4D² and √(D² + K²) > 2D. Therefore

E₀ = D − √(D² + K²) < −D.

The theorem states the existence criterion first and then the four properties of every two-cycle. Its `rcases` step separates the two possible orders, and `hroot` is the square-root inequality.

```lean
/-- For `D, K > 0`, a two-cycle exists exactly when `K > √3 D`. Any two-cycle is unique up to
order, has multiplier `4 - K²/D²`, and has average energy `-D`, strictly above the exact pair
energy. -/
theorem oscillation_and_misleading_average {D K : ℝ} (hD : 0 < D) (hK : 0 < K) :
    ((∃ s t, IsTwoCycle D K s t) ↔ √3 * D < K) ∧
    ∀ s t, IsTwoCycle D K s t →
      (∀ s' t', IsTwoCycle D K s' t' → (s' = s ∧ t' = t) ∨ (s' = t ∧ t' = s)) ∧
      HasDerivAt (amplitudeUpdate D K ∘ amplitudeUpdate D K) (4 - K ^ 2 / D ^ 2) s ∧
      (pairEnergy K s + pairEnergy K t) / 2 = -D ∧
      exactEnergy D K < (pairEnergy K s + pairEnergy K t) / 2 := by
  refine ⟨exists_twoCycle_iff hD hK, fun s t hc => ?_⟩
  obtain ⟨-, S, P⟩ := (isTwoCycle_iff hD hK s t).1 hc
  have hav : (pairEnergy K s + pairEnergy K t) / 2 = -D := by
    unfold pairEnergy
    linear_combination S / 2
  refine ⟨fun s' t' hc' => ?_, twoCycle_multiplier hD hK hc, hav, ?_⟩
  · -- both pairs are the roots of the same quadratic
    obtain ⟨-, S', P'⟩ := (isTwoCycle_iff hD hK s' t').1 hc'
    have hz : K ^ 2 * ((s' - s) * (s' - t)) = 0 := by
      linear_combination -(K * s') * (S - S') + (P - P')
    rcases mul_eq_zero.1 ((mul_eq_zero.1 hz).resolve_left (pow_ne_zero 2 hK.ne')) with h | h
    · exact Or.inl ⟨sub_eq_zero.1 h,
        mul_left_cancel₀ hK.ne' (by linear_combination S' - S - K * h)⟩
    · exact Or.inr ⟨sub_eq_zero.1 h,
        mul_left_cancel₀ hK.ne' (by linear_combination S' - S - K * h)⟩
  · have hlt : √3 * D < K := (exists_twoCycle_iff hD hK).1 ⟨s, t, hc⟩
    rw [← sq_lt_sq₀ (by positivity) hK.le, mul_pow, Real.sq_sqrt (by norm_num)] at hlt
    have hroot : 2 * D < √(D ^ 2 + K ^ 2) :=
      (Real.lt_sqrt (by positivity)).2 (by nlinarith)
    rw [hav]
    unfold exactEnergy
    linarith
```

## (h) When the multiplier is smaller than one in modulus

**Task.** For D, K > 0 and an existing two-cycle, show that

|(g ∘ g)′(s)| < 1 if and only if K < √5 D.

**Solution.** Existence gives K²/D² > 3, so 4 − K²/D² < 1 already holds. The remaining condition, 4 − K²/D² > −1, is K²/D² < 5. Taking positive square roots gives the claim. The proof records the first bound as `h3` and obtains the value of `deriv` from part (f).

```lean
/-- For `D, K > 0`, the multiplier of an existing two-cycle has modulus below one exactly when
`K < √5 D`. -/
theorem twoCycle_multiplier_lt_one_iff {D K s t : ℝ} (hD : 0 < D) (hK : 0 < K)
    (hc : IsTwoCycle D K s t) :
    |deriv (amplitudeUpdate D K ∘ amplitudeUpdate D K) s| < 1 ↔ K < √5 * D := by
  have hD2 : 0 < D ^ 2 := by positivity
  have hlt : √3 * D < K := (exists_twoCycle_iff hD hK).1 ⟨s, t, hc⟩
  rw [← sq_lt_sq₀ (by positivity) hK.le, mul_pow, Real.sq_sqrt (by norm_num)] at hlt
  have h3 : 3 < K ^ 2 / D ^ 2 := (lt_div_iff₀ hD2).2 hlt
  rw [(twoCycle_multiplier hD hK hc).deriv, abs_lt, ← sq_lt_sq₀ hK.le (by positivity),
    mul_pow, Real.sq_sqrt (by norm_num), ← div_lt_iff₀ hD2]
  constructor
  · intro h
    linarith [h.1]
  · intro h
    constructor <;> linarith

end

end PairAmplitudeOscillation
```

```lean
#print axioms PairAmplitudeOscillation.fixed_iff_eigenvector
#print axioms PairAmplitudeOscillation.exactEnergy_isLeast
#print axioms PairAmplitudeOscillation.oscillation_and_misleading_average
#print axioms PairAmplitudeOscillation.twoCycle_multiplier_lt_one_iff
```

```
'PairAmplitudeOscillation.fixed_iff_eigenvector' depends on axioms: [propext, Classical.choice, Quot.sound]
'PairAmplitudeOscillation.exactEnergy_isLeast' depends on axioms: [propext, Classical.choice, Quot.sound]
'PairAmplitudeOscillation.oscillation_and_misleading_average' depends on axioms: [propext, Classical.choice, Quot.sound]
'PairAmplitudeOscillation.twoCycle_multiplier_lt_one_iff' depends on axioms: [propext, Classical.choice, Quot.sound]
```

## A run at K = 2D

Start from t = 0, the bare reference, with K = 2D. The first update gives t = −1, and the second returns to t = 0. The printed energies are

0, −2D, 0, −2D, …

Their average is −D, while the exact energy is (1 − √5)D ≈ −1.236D. The average therefore misses about 19 per cent of the correlation energy.

The multiplier is zero here, so a small deviation from the cycle disappears to first order after two updates. By the usual linear stability argument, which is not formalised here, nearby starting amplitudes are drawn into the same alternation. A steady pattern in the output of this two-determinant iteration is thus no sign that its mean is the pair energy.
